# For two electrons with M = 0, the overlap of the normalised coefficient matrix with its transpose fixes ⟨S²⟩

Suppose that a two-electron state with total spin projection $M=0$ has, on average, half an α electron and half a β electron on each of two sites. The mean spin on each site is zero, and it would be natural to call the state a singlet. That conclusion can be wrong by a full triplet: two states with exactly these occupations have $\langle S^2\rangle=0$ and $\langle S^2\rangle=2$, in units of $\hbar^2$.

What separates them is the matrix $C$, where $C_{pq}$ is the coefficient of the determinant with an α electron in orbital $p$ and a β electron in orbital $q$, the α spin orbital always being written first. If both spins use the same finite set of orthonormal orbitals, and $\sum_{pq}|C_{pq}|^2=1$, then

$$\langle S^2\rangle = 1-\mathrm{Re}\sum_{pq}C_{pq}^*C_{qp}.$$

In electronic structure, the deviation of $\langle S^2\rangle$ from the value $S(S+1)$ of the intended spin state serves as a measure of spin contamination. No Hamiltonian enters; the state is taken as given.

## Wavefunctions and spin operators

```lean
import Mathlib

open Matrix ComplexConjugate

namespace TwoElectronSpin

noncomputable section

variable {ι : Type*}
```

The file loads the Mathlib library and names a type `ι`, the set of orbital labels.

```lean
/-- Two-electron wavefunctions: an amplitude for each pair of (orbital, spin) labels,
with spin `0` for alpha and `1` for beta. -/
abbrev PairWave (ι : Type*) := ι × Fin 2 → ι × Fin 2 → ℂ
```

A wavefunction $\psi(x,y)$ gives a complex amplitude to two labels $x=(p,s)$ and $y=(q,t)$, each an orbital with a spin. Antisymmetry is not built in.

```lean
/-- The x component of the spin of one electron, in units of ħ. -/
def sx : Matrix (Fin 2) (Fin 2) ℂ := !![0, 1 / 2; 1 / 2, 0]
```

This is $s_x$, half the first Pauli matrix. A `def` introduces a name for an object.

```lean
/-- The y component of the spin of one electron, in units of ħ. -/
def sy : Matrix (Fin 2) (Fin 2) ℂ := !![0, -Complex.I / 2; Complex.I / 2, 0]
```

This is $s_y$, with `Complex.I` for the imaginary unit.

```lean
/-- The z component of the spin of one electron, in units of ħ. -/
def sz : Matrix (Fin 2) (Fin 2) ℂ := !![1 / 2, 0; 0, -1 / 2]
```

This is $s_z$, with $+\tfrac12$ for α and $-\tfrac12$ for β.

```lean
/-- A one-electron spin operator summed over both electrons. -/
def totalSpin (a : Matrix (Fin 2) (Fin 2) ℂ) (ψ : PairWave ι) : PairWave ι :=
  fun x y => (∑ t, a x.2 t * ψ (x.1, t) y) + (∑ t, a y.2 t * ψ x (y.1, t))
```

A one-electron spin matrix $a$ acts on the first electron, then on the second, and the results are added: $a\otimes 1+1\otimes a$. In Lean, `x.1` is the orbital in the label `x` and `x.2` its spin.

```lean
/-- The operator S², the sum of the squares of the three total spin components. -/
def spinSq (ψ : PairWave ι) : PairWave ι := fun x y =>
  totalSpin sx (totalSpin sx ψ) x y + totalSpin sy (totalSpin sy ψ) x y
    + totalSpin sz (totalSpin sz ψ) x y
```

This is $S^2=S_x^2+S_y^2+S_z^2$, each component applied twice.

```lean
/-- The inner product of two-electron wavefunctions over orthonormal orbitals. -/
def braket [Fintype ι] (φ ψ : PairWave ι) : ℂ :=
  ∑ p, ∑ q, ∑ s, ∑ t, conj (φ (p, s) (q, t)) * ψ (p, s) (q, t)
```

The inner product sums over all orbitals and spins of both electrons. No overlap matrix appears, which is how orthonormality enters. `Fintype ι` says that the orbitals are finite in number.

## States built from a coefficient matrix

```lean
/-- The number 1/√2. -/
def rootHalf : ℂ := ((√2)⁻¹ : ℝ)
```

The number $1/\sqrt2$, as a complex number.

```lean
/-- The antisymmetric state in which `C p q` is the coefficient of the determinant with an
alpha electron in orbital `p` and a beta electron in orbital `q`. -/
def pairState (C : Matrix ι ι ℂ) : PairWave ι := fun x y =>
  rootHalf * (if x.2 = 0 then (if y.2 = 0 then 0 else C x.1 y.1)
    else (if y.2 = 0 then -C y.1 x.1 else 0))
```

Call this state $\Psi_C$. Its amplitudes are

$$\Psi_C(p\alpha,q\beta)=\frac{C_{pq}}{\sqrt2},\qquad \Psi_C(p\beta,q\alpha)=-\frac{C_{qp}}{\sqrt2},$$

and zero for parallel spins.

```lean
/-- The overlap of the coefficient matrix with its transpose. -/
def swapOverlap [Fintype ι] (C : Matrix ι ι ℂ) : ℂ := ∑ p, ∑ q, conj (C p q) * C q p
```

This is the sum in the formula, $X=\sum_{pq}C_{pq}^*C_{qp}$.

```lean
/-- The mean number of electrons of spin `s` in orbital `p`, for a normalised state. -/
def occupation [Fintype ι] (ψ : PairWave ι) (p : ι) (s : Fin 2) : ℝ :=
  ∑ q, ∑ t, (‖ψ (p, s) (q, t)‖ ^ 2 + ‖ψ (q, t) (p, s)‖ ^ 2)
```

The probability of finding the first electron in $(p,s)$ is added to that of finding the second there. With one orbital localised on each site, these are the separate α and β site occupations.

```lean
/-- The square of 1/√2, and its squared modulus, are 1/2. -/
theorem rootHalf_sq : rootHalf * rootHalf = 1 / 2 ∧ ‖rootHalf‖ ^ 2 = 1 / 2 := by
  have h : rootHalf * rootHalf = 1 / 2 := by
    unfold rootHalf
    rw [← Complex.ofReal_mul, ← mul_inv, Real.mul_self_sqrt (by norm_num)]
    norm_num
  refine ⟨h, ?_⟩
  rw [sq, ← norm_mul, h]
  norm_num
```

A `theorem` is a statement followed by its proof. This one records $(1/\sqrt2)^2=\tfrac12$ for later use.

## S² exchanges the spins

```lean
/-- For two electrons, S² is the identity plus the exchange of the two spins. -/
theorem spinSq_apply (ψ : PairWave ι) (p q : ι) (s t : Fin 2) :
    spinSq ψ (p, s) (q, t) = ψ (p, s) (q, t) + ψ (p, t) (q, s) := by
  match s, t with
  | 0, 0 =>
    simp [spinSq, totalSpin, sx, sy, sz, Fin.sum_univ_two]
    linear_combination (ψ (p, 1) (q, 1) - ψ (p, 0) (q, 0)) / 2 * Complex.I_sq
  | 0, 1 =>
    simp [spinSq, totalSpin, sx, sy, sz, Fin.sum_univ_two]
    linear_combination -(ψ (p, 0) (q, 1) + ψ (p, 1) (q, 0)) / 2 * Complex.I_sq
  | 1, 0 =>
    simp [spinSq, totalSpin, sx, sy, sz, Fin.sum_univ_two]
    linear_combination -(ψ (p, 0) (q, 1) + ψ (p, 1) (q, 0)) / 2 * Complex.I_sq
  | 1, 1 =>
    simp [spinSq, totalSpin, sx, sy, sz, Fin.sum_univ_two]
    linear_combination (ψ (p, 0) (q, 0) - ψ (p, 1) (q, 1)) / 2 * Complex.I_sq
```

The statement is $S^2=1+P$, where $P$ exchanges the two spins and leaves the orbitals in place. By hand,

$$S^2=\tfrac34+\tfrac34+2\,\mathbf s_1\cdot\mathbf s_2 .$$

On parallel spins $2\,\mathbf s_1\cdot\mathbf s_2$ gives $\tfrac12$. On opposite spins it gives $-\tfrac12$ plus the exchanged state. Both cases read $2\,\mathbf s_1\cdot\mathbf s_2=P-\tfrac12$, so $S^2=1+P$.

Lean goes through the four spin combinations. In each, `simp` expands the matrix products, and `linear_combination` finishes the algebra with $i^2=-1$.

```lean
/-- The antisymmetric wavefunctions with M = 0 are exactly the states given by a
coefficient matrix. -/
theorem antisymm_and_sz_zero_iff (ψ : PairWave ι) :
    ((∀ x y, ψ y x = -ψ x y) ∧ totalSpin sz ψ = 0) ↔ ∃ C, ψ = pairState C := by
  constructor
  · rintro ⟨hA, hZ⟩
    have z00 : sz 0 0 = 1 / 2 := rfl
    have z01 : sz 0 1 = 0 := rfl
    have z10 : sz 1 0 = 0 := rfl
    have z11 : sz 1 1 = -1 / 2 := rfl
    refine ⟨fun p q => 2 * rootHalf * ψ (p, 0) (q, 1), ?_⟩
    funext ⟨p, s⟩ ⟨q, t⟩
    -- parallel spins are excluded by M = 0, opposite spins are tied by antisymmetry
    match s, t with
    | 0, 0 =>
      have h : totalSpin sz ψ (p, 0) (q, 0) = 0 := by rw [hZ]; rfl
      simp only [totalSpin, Fin.sum_univ_two, z00, z01] at h
      simp only [pairState, ↓reduceIte]
      linear_combination h
    | 0, 1 =>
      simp only [pairState, one_ne_zero, ↓reduceIte]
      linear_combination -2 * ψ (p, 0) (q, 1) * rootHalf_sq.1
    | 1, 0 =>
      simp only [pairState, one_ne_zero, ↓reduceIte]
      linear_combination hA (q, 0) (p, 1) + 2 * ψ (q, 0) (p, 1) * rootHalf_sq.1
    | 1, 1 =>
      have h : totalSpin sz ψ (p, 1) (q, 1) = 0 := by rw [hZ]; rfl
      simp only [totalSpin, Fin.sum_univ_two, z10, z11] at h
      simp only [pairState, one_ne_zero, ↓reduceIte]
      linear_combination -h
  · rintro ⟨C, rfl⟩
    constructor
    · rintro ⟨p, s⟩ ⟨q, t⟩
      fin_cases s <;> fin_cases t <;> simp [pairState]
    · funext ⟨p, s⟩ ⟨q, t⟩
      fin_cases s <;> fin_cases t <;>
        simp [totalSpin, sz, pairState, Fin.sum_univ_two] <;> ring
```

The states $\Psi_C$ are exactly the antisymmetric wavefunctions with $S_z\psi=0$. The symbol `↔` means "if and only if", and `∃ C` means "there is a $C$".

For parallel spins, $S_z$ multiplies the amplitude by $\pm1$, so $S_z\psi=0$ makes it vanish. For opposite spins, set $C_{pq}=\sqrt2\,\psi(p\alpha,q\beta)$. Antisymmetry then gives $\psi(p\beta,q\alpha)=-\psi(q\alpha,p\beta)=-C_{qp}/\sqrt2$, as required. The converse follows by inserting $\Psi_C$, and the proof treats the same spin cases.

```lean
/-- S² replaces the coefficient matrix by its difference with its transpose. -/
theorem spinSq_pairState (C : Matrix ι ι ℂ) :
    spinSq (pairState C) = pairState (C - Cᵀ) := by
  funext ⟨p, s⟩ ⟨q, t⟩
  rw [spinSq_apply]
  fin_cases s <;> fin_cases t <;> simp [pairState] <;> ring
```

Apply $1+P$ to $\Psi_C$. The amplitude at $(p\alpha,q\beta)$ becomes

$$\frac{C_{pq}}{\sqrt2}-\frac{C_{qp}}{\sqrt2}=\frac{(C-C^{T})_{pq}}{\sqrt2}.$$

At $(p\beta,q\alpha)$ it becomes $-(C-C^T)_{qp}/\sqrt2$, and parallel spins still give zero. Hence $S^2\Psi_C=\Psi_{C-C^T}$.

## The expectation value

```lean
variable [Fintype ι]

/-- The inner product of two states is the entrywise inner product of their matrices. -/
theorem braket_pairState (C D : Matrix ι ι ℂ) :
    braket (pairState C) (pairState D) = ∑ p, ∑ q, conj (C p q) * D p q := by
  have hr : conj rootHalf = rootHalf := Complex.conj_ofReal _
  have hs : ∑ p, ∑ q, conj (C q p) * D q p = ∑ p, ∑ q, conj (C p q) * D p q :=
    Finset.sum_comm
  calc braket (pairState C) (pairState D)
      = ∑ p, ∑ q, (1 / 2 * (conj (C p q) * D p q) + 1 / 2 * (conj (C q p) * D q p)) := by
        unfold braket
        refine Finset.sum_congr rfl fun p _ => Finset.sum_congr rfl fun q _ => ?_
        simp [pairState, Fin.sum_univ_two, hr]
        linear_combination (conj (C p q) * D p q + conj (C q p) * D q p) * rootHalf_sq.1
    _ = _ := by
        simp only [Finset.sum_add_distrib, ← Finset.mul_sum]
        rw [hs]
        ring
```

The two opposite-spin arrangements contribute

$$\langle\Psi_C|\Psi_D\rangle=\tfrac12\sum_{pq}\left(C_{pq}^*D_{pq}+C_{qp}^*D_{qp}\right)=\sum_{pq}C_{pq}^*D_{pq},$$

since renaming the indices makes the two halves equal. In Lean, `Finset.sum_comm` does the renaming. For $D=C$, unit norm of the matrix is unit norm of the state.

```lean
/-- For a normalised coefficient matrix, ⟨S²⟩ = 1 - Re ∑ conj(C_pq) C_qp. -/
theorem spinSq_expectation (C : Matrix ι ι ℂ) (hC : ∑ p, ∑ q, ‖C p q‖ ^ 2 = 1) :
    braket (pairState C) (spinSq (pairState C)) = ((1 - (swapOverlap C).re : ℝ) : ℂ) := by
  have hn : ∑ p, ∑ q, conj (C p q) * C p q = 1 := by
    simp_rw [Complex.conj_mul']
    exact_mod_cast hC
  -- the overlap with the transpose is real
  have hreal : conj (swapOverlap C) = swapOverlap C := by
    simp only [swapOverlap, map_sum, map_mul, Complex.conj_conj]
    rw [Finset.sum_comm]
    exact Finset.sum_congr rfl fun p _ => Finset.sum_congr rfl fun q _ => mul_comm _ _
  rw [spinSq_pairState, braket_pairState, Complex.ofReal_sub, Complex.ofReal_one,
    Complex.conj_eq_iff_re.mp hreal]
  simp only [Matrix.sub_apply, Matrix.transpose_apply, mul_sub, Finset.sum_sub_distrib, hn,
    swapOverlap]
```

The hypothesis `hC` is normalisation. The two preceding results give

$$\langle S^2\rangle=\sum_{pq}C_{pq}^*(C_{pq}-C_{qp})=1-X.$$

Conjugating $X$ and exchanging the names $p$ and $q$ returns $X$, so $X$ is real and equals its real part. This is the step `hreal`.

A neighbouring result follows by substitution. For a single determinant with normalised α orbital $a$ and β orbital $b$, $C_{pq}=a_pb_q$, and the sum factorises to give $\langle S^2\rangle=1-|\langle a|b\rangle|^2$. When the intended state is a singlet, for which $\langle S^2\rangle=0$, this is the spin contamination of an unrestricted two-electron determinant.

## Symmetric and antisymmetric matrices

```lean
/-- For a sign `e`, the overlap with the transpose has real part `e` exactly when exchanging
the orbitals multiplies the normalised matrix by `e`. -/
theorem swapOverlap_re_iff (C : Matrix ι ι ℂ) (hC : ∑ p, ∑ q, ‖C p q‖ ^ 2 = 1)
    (e : ℝ) (he : e ^ 2 = 1) :
    (swapOverlap C).re = e ↔ ∀ p q, C p q = (e : ℂ) * C q p := by
  have hT : ∑ p, ∑ q, ‖C q p‖ ^ 2 = 1 := by
    rw [Finset.sum_comm]
    exact hC
  have hpt : ∀ a b : ℂ, ‖a - e * b‖ ^ 2
      = ‖a‖ ^ 2 + ‖b‖ ^ 2 - 2 * e * (conj a * b).re := by
    intro a b
    simp only [Complex.sq_norm, Complex.normSq_apply, Complex.sub_re, Complex.sub_im,
      Complex.mul_re, Complex.mul_im, Complex.ofReal_re, Complex.ofReal_im,
      Complex.conj_re, Complex.conj_im]
    linear_combination (b.re ^ 2 + b.im ^ 2) * he
  -- the squared distance between C and e times its transpose
  have hs : ∑ p, ∑ q, ‖C p q - e * C q p‖ ^ 2 = 2 - 2 * e * (swapOverlap C).re := by
    simp only [hpt, Finset.sum_sub_distrib, Finset.sum_add_distrib, ← Finset.mul_sum,
      hC, hT, swapOverlap, Complex.re_sum]
    ring
  constructor
  · intro h p q
    have h0 : ∑ p, ∑ q, ‖C p q - e * C q p‖ ^ 2 = 0 := by
      rw [hs, h]
      linear_combination -2 * he
    have h1 := (Finset.sum_eq_zero_iff_of_nonneg (fun p _ => by positivity)).mp h0 p
      (Finset.mem_univ p)
    have h2 := (Finset.sum_eq_zero_iff_of_nonneg (fun q _ => by positivity)).mp h1 q
      (Finset.mem_univ q)
    exact sub_eq_zero.mp (norm_eq_zero.mp ((pow_eq_zero_iff two_ne_zero).mp h2))
  · intro h
    have h0 : ∑ p, ∑ q, ‖C p q - e * C q p‖ ^ 2 = 0 :=
      Finset.sum_eq_zero fun p _ => Finset.sum_eq_zero fun q _ => by
        rw [← h p q]
        simp
    rw [hs] at h0
    linear_combination (-e / 2) * h0 - (swapOverlap C).re * he
```

Here $e$ is a real number with $e^2=1$, so a sign. Expanding the square and using normalisation gives

$$\sum_{pq}|C_{pq}-e\,C_{qp}|^2=2-2e\,\mathrm{Re}\,X .$$

If $\mathrm{Re}\,X=e$, the right side is zero. A sum of non-negative terms vanishes only if each term does, so $C_{pq}=e\,C_{qp}$. Conversely, if that relation holds, the left side is zero and $\mathrm{Re}\,X=e$. In the proof, `hpt` expands one term and `hs` sums them.

```lean
/-- For a normalised state, ⟨S²⟩ is 0 exactly when the coefficient matrix is symmetric, and 2
exactly when it is antisymmetric. -/
theorem singlet_triplet_iff (C : Matrix ι ι ℂ) (hC : ∑ p, ∑ q, ‖C p q‖ ^ 2 = 1) :
    (braket (pairState C) (spinSq (pairState C)) = 0 ↔ ∀ p q, C p q = C q p) ∧
    (braket (pairState C) (spinSq (pairState C)) = 2 ↔ ∀ p q, C p q = -C q p) := by
  have h1 := swapOverlap_re_iff C hC 1 (by norm_num)
  have h2 := swapOverlap_re_iff C hC (-1) (by norm_num)
  simp only [Complex.ofReal_neg, Complex.ofReal_one, neg_mul, one_mul] at h1 h2
  rw [spinSq_expectation C hC, ← h1, ← h2]
  refine ⟨⟨fun h => ?_, fun h => ?_⟩, ⟨fun h => ?_, fun h => ?_⟩⟩
  · have h' : 1 - (swapOverlap C).re = 0 := by exact_mod_cast h
    linarith
  · rw [h]
    norm_num
  · have h' : 1 - (swapOverlap C).re = 2 := by exact_mod_cast h
    linarith
  · rw [h]
    norm_num
```

With $e=1$, $\langle S^2\rangle=0$ exactly when $C$ is symmetric. With $e=-1$, $\langle S^2\rangle=2$ exactly when $C$ is antisymmetric. These are the singlet and triplet values of $S(S+1)$. With a single orbital only the singlet occurs, because an antisymmetric $1\times1$ matrix is zero and cannot be normalised.

## Equal occupations on two sites

```lean
/-- Alpha occupations are row sums, and beta occupations column sums, of |C_pq|². -/
theorem occupation_pairState (C : Matrix ι ι ℂ) (p : ι) :
    occupation (pairState C) p 0 = ∑ q, ‖C p q‖ ^ 2 ∧
    occupation (pairState C) p 1 = ∑ q, ‖C q p‖ ^ 2 := by
  unfold occupation
  constructor <;> refine Finset.sum_congr rfl fun q _ => ?_ <;>
    simp [pairState, Fin.sum_univ_two, mul_pow, rootHalf_sq.2] <;> ring
```

An electron in $p\alpha$ can be the first or the second, and each case contributes $\tfrac12\sum_q|C_{pq}|^2$. The α occupation is therefore the row sum $\sum_q|C_{pq}|^2$, and the β occupation is likewise the column sum $\sum_q|C_{qp}|^2$. Only moduli enter, whereas $X$ also depends on relative phases.

```lean
/-- An antisymmetric coefficient matrix on two sites, with off-diagonal entries ±1/√2. -/
def tripletC : Matrix (Fin 2) (Fin 2) ℂ := !![0, rootHalf; -rootHalf, 0]
```

Lean numbers the sites 0 and 1. The triplet has $C_{01}=1/\sqrt2$, $C_{10}=-1/\sqrt2$ and zeros on the diagonal.

```lean
/-- The coefficient matrix of the determinant with both electrons in the orbital (1, 1)/√2. -/
def closedShellC : Matrix (Fin 2) (Fin 2) ℂ :=
  Matrix.vecMulVec (fun _ => rootHalf) (fun _ => rootHalf)
```

Both electrons occupy the orbital $(1,1)/\sqrt2$. The outer product `Matrix.vecMulVec` of this vector with itself has all four entries equal to $\tfrac12$.

```lean
/-- On two sites, the triplet and the closed-shell determinant have all alpha and beta site
occupations equal to 1/2, while ⟨S²⟩ is 2 for the first and 0 for the second. -/
theorem same_occupations_different_spin :
    (∀ p s, occupation (pairState tripletC) p s = 1 / 2 ∧
      occupation (pairState closedShellC) p s = 1 / 2) ∧
    braket (pairState tripletC) (spinSq (pairState tripletC)) = 2 ∧
    braket (pairState closedShellC) (spinSq (pairState closedShellC)) = 0 := by
  have hD : ∀ p q, closedShellC p q = 1 / 2 := fun _ _ => rootHalf_sq.1
  have hr := rootHalf_sq.2
  refine ⟨fun p => Fin.forall_fin_two.2 ⟨⟨?_, ?_⟩, ⟨?_, ?_⟩⟩, ?_, ?_⟩
  · rw [(occupation_pairState _ p).1]
    fin_cases p <;> norm_num [tripletC, Fin.sum_univ_two, hr]
  · rw [(occupation_pairState _ p).1]
    norm_num [hD, Fin.sum_univ_two]
  · rw [(occupation_pairState _ p).2]
    fin_cases p <;> norm_num [tripletC, Fin.sum_univ_two, hr]
  · rw [(occupation_pairState _ p).2]
    norm_num [hD, Fin.sum_univ_two]
  · refine (singlet_triplet_iff _ ?_).2.2 fun p q => ?_
    · norm_num [tripletC, Fin.sum_univ_two, hr]
    · fin_cases p <;> fin_cases q <;> simp [tripletC]
  · refine (singlet_triplet_iff _ ?_).1.2 fun p q => ?_
    · norm_num [hD, Fin.sum_univ_two]
    · rw [hD, hD]

end

end TwoElectronSpin
```

Every row and column sum of $|C_{pq}|^2$ is $0+\tfrac12$ for the triplet and $\tfrac14+\tfrac14$ for the closed-shell determinant, so all occupations are $\tfrac12$. The first matrix is antisymmetric and the second symmetric, so the criteria above give 2 and 0. The proof follows this order, with `fin_cases` checking the sites one at a time. Even the separate α and β site occupations therefore do not determine $\langle S^2\rangle$.

```lean
#print axioms TwoElectronSpin.antisymm_and_sz_zero_iff
#print axioms TwoElectronSpin.swapOverlap_re_iff
#print axioms TwoElectronSpin.same_occupations_different_spin
```

```
'TwoElectronSpin.antisymm_and_sz_zero_iff' depends on axioms: [propext, Classical.choice, Quot.sound]
'TwoElectronSpin.swapOverlap_re_iff' depends on axioms: [propext, Classical.choice, Quot.sound]
'TwoElectronSpin.same_occupations_different_spin' depends on axioms: [propext, Classical.choice, Quot.sound]
```
